# An exact fit of five d² term energies to the Racah formulas with a Trees correction requires one linear relation

## Five levels and four parameters

Two equivalent d electrons give five Russell–Saunders terms: ³F, ³P, ¹G, ¹D and ¹S. In Racah's parametrisation the Coulomb repulsion between the electrons enters their energies through three numbers. \(A\) is a shift common to all terms, while \(B\) and \(C\) set the splittings. Measured terms usually deviate from these formulas, partly because the configuration mixes with others. The Trees correction \(aL(L+1)\), where \(L\) is the total orbital quantum number of the term, represents part of that mixing by an effective interaction within the d shell, with one adjustable constant \(a\).

There are then four parameters for five energies. Which sets of five energies can be reproduced exactly, and how far off is the best fit to the others?

## The model and the claim

Let \(F, P, G, D, S\) denote the five term energies. The model sets

\[
\begin{aligned}
F &= A-8B+12a, & P &= A+7B+2a,\\
G &= A+4B+2C+20a, & D &= A-3B+2C+6a,\\
S &= A+14B+7C. &&
\end{aligned}
\]

The main theorem, `trees_fit`, says that real \(A,B,C,a\) satisfying all five equations exist exactly when

\[
3\,[15(G-D)-7(P-F)] = 7\,[10S+28F-35D-3P],
\]

and that every exact fit has

\[
a=\frac{15(G-D)-7(P-F)}{280}.
\]

In the Lean file, a set of data is a function `E : DTerm → ℝ`, so `E .F` is the energy of ³F. A `Params` value holds the four parameters, `energy p t` is the model energy of term `t`, and `Fits E p` demands equality for all five terms. All energies and parameters share one unit, and the zero of energy is arbitrary because \(A\) absorbs a common shift of the levels.

The Racah expressions enter as definitions; they are not derived from Coulomb integrals. The parameters may be any real numbers, so a fit with negative \(B\) or \(C\) counts, although it would be physically suspect. Spin–orbit splitting and crystal fields are absent: each term has a single energy.

## Solving for the parameters

Two differences eliminate \(A\) and \(C\):

\[
P-F=15B-10a,\qquad G-D=7B+14a.
\]

Multiplying the second by 15 and the first by 7 and subtracting removes \(B\):

\[
15(G-D)-7(P-F)=210a+70a=280a.
\]

Adding 7 times the first to 5 times the second removes \(a\) instead:

\[
7(P-F)+5(G-D)=140B.
\]

The remaining parameters follow from \(P\) and from \(D-P=-10B+2C+4a\):

\[
A=P-7B-2a,\qquad C=\tfrac12(D-P)+5B-2a.
\]

The levels ³F, ³P, ¹G and ¹D therefore determine all four parameters, and these parameters reproduce the four levels whatever their values. Inserting them into the fifth equation gives

\[
S=A+14B+7C=\frac{9G+40D-35F}{14}.
\]

An exact fit exists precisely when the given \(S\) has this value, that is, when the quantity

\[
M=9G+40D-35F-14S
\]

vanishes. Moving everything in the stated condition to the left gives

\[
45G+200D-175F-70S=5M=0,
\]

since \(-21P\) stands on both sides and cancels. The two conditions are the same.

The original form has a direct reading. In the model, \(10S+28F-35D-3P=120a\), so the levels offer two expressions for \(a\), one with denominator 280 and one with denominator 120. The condition says that they agree.

## The limit of no Trees correction

For \(a=0\) both expressions must vanish separately:

\[
15(G-D)=7(P-F),\qquad 10S+28F=35D+3P.
\]

Conversely, if both relations hold, the two sides of the general condition are zero, an exact fit exists, and the formula for \(a\) gives zero. Three parameters for five levels leave two constraints; the Trees term removes one of them.

## The smallest squared error

For data with \(M\neq0\), let \(r_t\) be the given energy of term \(t\) minus the model energy. The coefficients of \(M\), in the order F, P, G, D, S, form the vector \(w=(-35,0,9,40,-14)\), with \(\sum_t w_t^2=3102\). Model energies always have \(M=0\), so the residuals carry the whole mismatch: \(M=\sum_t w_t r_t\). Cauchy–Schwarz then gives

\[
M^2\le 3102\sum_t r_t^2 .
\]

To reach equality, replace each energy \(E_t\) by \(E_t-Mw_t/3102\). The shifted data have mismatch \(M-M=0\) and can be fitted exactly. Measured against the original data, that fit has residuals \(Mw_t/3102\), whose squares sum to

\[
\frac{M^2}{3102}.
\]

This is the least possible sum of squares, with all five terms weighted equally; weighting by degeneracy would change the number. No choice of the four parameters can go below it, so an equally weighted fit that ends with a larger sum of squares has not reached the optimum.

## The Lean file

```lean
import Mathlib

namespace TreesCorrectedRacahFit

noncomputable section

/-- The five Russell-Saunders terms of the d² configuration: ³F, ³P, ¹G, ¹D, ¹S. -/
inductive DTerm
  | F | P | G | D | S

/-- The Racah parameters A, B, C together with the Trees parameter a. -/
@[ext] structure Params where
  A : ℝ
  B : ℝ
  C : ℝ
  a : ℝ

/-- The total orbital quantum number L of a term. -/
def orbitalL : DTerm → ℝ
  | .F => 3
  | .P => 1
  | .G => 4
  | .D => 2
  | .S => 0

/-- The d² term energies in the Racah parameters, without the Trees correction. -/
def racah (p : Params) : DTerm → ℝ
  | .F => p.A - 8 * p.B
  | .P => p.A + 7 * p.B
  | .G => p.A + 4 * p.B + 2 * p.C
  | .D => p.A - 3 * p.B + 2 * p.C
  | .S => p.A + 14 * p.B + 7 * p.C

/-- The Racah energy of a term plus the Trees correction a L(L+1). -/
def energy (p : Params) (t : DTerm) : ℝ :=
  racah p t + p.a * (orbitalL t * (orbitalL t + 1))

/-- The parameters reproduce all five given term energies exactly. -/
def Fits (E : DTerm → ℝ) (p : Params) : Prop := ∀ t, energy p t = E t

/-- The parameters computed from the four levels ³F, ³P, ¹G and ¹D. -/
def fit (E : DTerm → ℝ) : Params where
  A := E .P - (21 * (E .P - E .F) + 25 * (E .G - E .D)) / 70
  B := (7 * (E .P - E .F) + 5 * (E .G - E .D)) / 140
  C := (E .D - E .P) / 2 + (21 * (E .P - E .F) + 5 * (E .G - E .D)) / 70
  a := (15 * (E .G - E .D) - 7 * (E .P - E .F)) / 280

/-- The combination 9G + 40D - 35F - 14S of the term energies. -/
def mismatch (E : DTerm → ℝ) : ℝ :=
  9 * E .G + 40 * E .D - 35 * E .F - 14 * E .S

/-- The coefficient with which each term enters the mismatch. -/
def weight : DTerm → ℝ
  | .F => -35
  | .P => 0
  | .G => 9
  | .D => 40
  | .S => -14

/-- The sum of squared deviations between given and calculated term energies. -/
def sqError (E : DTerm → ℝ) (p : Params) : ℝ :=
  (E .F - energy p .F) ^ 2 + (E .P - energy p .P) ^ 2 + (E .G - energy p .G) ^ 2
    + (E .D - energy p .D) ^ 2 + (E .S - energy p .S) ^ 2

/-- The parameters computed from ³F, ³P, ¹G, ¹D reproduce these four levels for any data,
and they place ¹S at (9G + 40D - 35F)/14. -/
theorem fit_predictions (E : DTerm → ℝ) :
    energy (fit E) .F = E .F ∧ energy (fit E) .P = E .P ∧
    energy (fit E) .G = E .G ∧ energy (fit E) .D = E .D ∧
    energy (fit E) .S = (9 * E .G + 40 * E .D - 35 * E .F) / 14 := by
  refine ⟨?_, ?_, ?_, ?_, ?_⟩ <;> simp only [energy, racah, orbitalL, fit] <;> ring

/-- Parameters that reproduce all five levels are equal to those computed from
³F, ³P, ¹G and ¹D. -/
theorem eq_fit_of_fits {E : DTerm → ℝ} {p : Params} (h : Fits E p) : p = fit E := by
  have hF := h .F
  have hP := h .P
  have hG := h .G
  have hD := h .D
  simp only [energy, racah, orbitalL] at hF hP hG hD
  -- each parameter is a linear combination of the four levels
  apply Params.ext <;> simp only [fit] <;> linarith

/-- An exact fit of the five levels exists exactly when 9G + 40D - 35F - 14S vanishes. -/
theorem exists_fits_iff_mismatch (E : DTerm → ℝ) :
    (∃ p, Fits E p) ↔ mismatch E = 0 := by
  obtain ⟨hF, hP, hG, hD, hS⟩ := fit_predictions E
  unfold mismatch
  constructor
  · rintro ⟨p, hp⟩
    have h := hp .S
    rw [eq_fit_of_fits hp, hS] at h
    linarith
  · intro h
    refine ⟨fit E, fun t => ?_⟩
    cases t
    · exact hF
    · exact hP
    · exact hG
    · exact hD
    · rw [hS]
      linarith

/-- Five real d² term energies fit the Racah formulas with Trees correction exactly when the
stated linear relation holds, and every exact fit has the stated value of a. -/
theorem trees_fit (E : DTerm → ℝ) :
    ((∃ p, Fits E p) ↔
      3 * (15 * (E .G - E .D) - 7 * (E .P - E .F))
        = 7 * (10 * E .S + 28 * E .F - 35 * E .D - 3 * E .P)) ∧
    ∀ p, Fits E p → p.a = (15 * (E .G - E .D) - 7 * (E .P - E .F)) / 280 := by
  constructor
  · rw [exists_fits_iff_mismatch]
    unfold mismatch
    -- the energy of ³P cancels between the two sides
    constructor <;> intro h <;> linarith
  · intro p hp
    rw [eq_fit_of_fits hp]
    rfl

/-- An exact fit with vanishing Trees parameter exists exactly when two linear relations
between the term energies hold. -/
theorem uncorrected_fit_iff (E : DTerm → ℝ) :
    (∃ p, Fits E p ∧ p.a = 0) ↔
      15 * (E .G - E .D) = 7 * (E .P - E .F) ∧
      10 * E .S + 28 * E .F = 35 * E .D + 3 * E .P := by
  obtain ⟨hiff, ha⟩ := trees_fit E
  constructor
  · rintro ⟨p, hp, h0⟩
    have h1 := ha p hp
    have h2 := hiff.mp ⟨p, hp⟩
    rw [h0] at h1
    constructor <;> linarith
  · rintro ⟨h1, h2⟩
    obtain ⟨p, hp⟩ := hiff.mpr (by linarith)
    refine ⟨p, hp, ?_⟩
    rw [ha p hp]
    linarith

/-- The least sum of squared deviations over all real A, B, C, a is
(9G + 40D - 35F - 14S)²/3102, and it is attained. -/
theorem least_squares_error (E : DTerm → ℝ) :
    IsLeast (Set.range (sqError E)) (mismatch E ^ 2 / 3102) := by
  constructor
  · -- shift the data onto the fittable levels, then fit exactly
    refine ⟨fit (fun t => E t - mismatch E / 3102 * weight t), ?_⟩
    simp only [sqError, energy, racah, orbitalL, fit, weight, mismatch]
    ring
  · rintro _ ⟨p, rfl⟩
    -- Cauchy-Schwarz for the residuals against the coefficients of the mismatch
    have cs : ∀ f q g d s : ℝ, (9 * g + 40 * d - 35 * f - 14 * s) ^ 2
        ≤ (f ^ 2 + q ^ 2 + g ^ 2 + d ^ 2 + s ^ 2) * 3102 := by
      intro f q g d s
      nlinarith [sq_nonneg (9 * d - 40 * g), sq_nonneg (9 * f + 35 * g),
        sq_nonneg (9 * s + 14 * g), sq_nonneg (40 * f + 35 * d),
        sq_nonneg (40 * s + 14 * d), sq_nonneg (35 * s - 14 * f), sq_nonneg q]
    -- the calculated energies drop out of the mismatch
    have key : mismatch E = 9 * (E .G - energy p .G) + 40 * (E .D - energy p .D)
        - 35 * (E .F - energy p .F) - 14 * (E .S - energy p .S) := by
      simp only [mismatch, energy, racah, orbitalL]
      ring
    rw [div_le_iff₀ (by norm_num), key]
    exact cs _ _ _ _ _

end

end TreesCorrectedRacahFit
```

```lean
#print axioms TreesCorrectedRacahFit.trees_fit
#print axioms TreesCorrectedRacahFit.uncorrected_fit_iff
#print axioms TreesCorrectedRacahFit.least_squares_error
```

```
'TreesCorrectedRacahFit.trees_fit' depends on axioms: [propext, Classical.choice, Quot.sound]
'TreesCorrectedRacahFit.uncorrected_fit_iff' depends on axioms: [propext, Classical.choice, Quot.sound]
'TreesCorrectedRacahFit.least_squares_error' depends on axioms: [propext, Classical.choice, Quot.sound]
```

## How the proof follows the algebra

The definition `fit` contains the solved parameters, written in terms of the level differences. `fit_predictions` substitutes them into the five energy formulas. After `simp only` has unfolded the definitions, `ring` checks each identity, including the predicted position of ¹S.

`eq_fit_of_fits` supplies uniqueness. It takes the equations for ³F, ³P, ¹G and ¹D from the assumed fit, and `linarith` finds the linear combinations that isolate each parameter, which is the elimination carried out above.

`exists_fits_iff_mismatch` joins the two. In one direction, any exact fit equals `fit E`, so its ¹S energy is the predicted one and the mismatch vanishes. In the other, `fit E` serves as the required parameter set: four levels agree automatically, and the vanishing mismatch settles the fifth.

`trees_fit` turns this criterion into the stated relation by linear arithmetic. For the value of \(a\), it replaces the given parameters by `fit E`, after which the formula holds by definition, hence `rfl`. `uncorrected_fit_iff` uses both halves of `trees_fit`: the formula for \(a\) gives the first relation when \(a=0\), and the general condition then yields the second.

In `least_squares_error`, `Set.range (sqError E)` is the set of all squared errors obtainable from real parameters. `IsLeast` requires that the claimed value belong to this set and be a lower bound for it. Membership is shown with `fit` applied to the shifted data, and `ring` evaluates the resulting error. For the lower bound, `key` expresses the mismatch through the residuals, and `cs` is the Cauchy–Schwarz inequality for the specific vector \(w\). The squares handed to `nlinarith` are those of Lagrange's identity: the difference between the two sides of `cs` is the sum of the squares \((w_i r_j-w_j r_i)^2\) over pairs of terms other than ³P, plus 3102 times the squared ³P residual.
